# The Löwdin factor of a positive definite overlap matrix as an integral of shifted inverses

## Overlap matrix, shifted inverse and integral

Let $\chi_i$ be finitely many basis functions with overlaps $S_{ij}=\langle\chi_i|\chi_j\rangle$. The matrix $S$ is positive definite exactly when the functions are linearly independent. In Lean, the finite type `n` labels the functions and `S : Matrix n n ℂ` is any complex matrix with this labelling. The hypothesis `S.PosDef`, which includes Hermiticity, stands for linear independence.

```lean
import Mathlib

open MeasureTheory Matrix Filter
open scoped ComplexOrder

namespace LoewdinQuadrature

variable {n : Type*} [Fintype n] [DecidableEq n]
```

For real $t$, the shifted inverse is $(S+t^2\mathbf 1)^{-1}$, where $\mathbf 1$ is the unit matrix.

```lean
/-- The inverse of the shifted overlap matrix, `(S + t² 1)⁻¹`, meant for positive definite `S`
and real `t`. -/
noncomputable def shiftedInverse (S : Matrix n n ℂ) (t : ℝ) : Matrix n n ℂ :=
  (S + (t : ℂ) ^ 2 • (1 : Matrix n n ℂ))⁻¹
```

The object of interest is

$$X=\frac{2}{\pi}\int_0^\infty (S+t^2\mathbf 1)^{-1}\,dt ,$$

with the integral taken separately for each matrix entry. `Set.Ioi 0` is the open half-line $t>0$, and the integral is a Lebesgue integral. No square root or eigenvector of $S$ enters this definition.

```lean
/-- The matrix `(2/π) ∫ (S + t² 1)⁻¹ dt`, integrated entry by entry over `t > 0`, for positive
definite `S`. -/
noncomputable def loewdinIntegral (S : Matrix n n ℂ) : Matrix n n ℂ :=
  fun i j => 2 / (Real.pi : ℂ) * ∫ t in Set.Ioi (0 : ℝ), shiftedInverse S t i j
```

The derivation below does use eigenvectors. For a matrix $U$ and real numbers $f_k$, the next definition names the product $U\,\mathrm{diag}(f)\,U^\dagger$. Lean writes the adjoint $U^\dagger$ as `Uᴴ`.

```lean
/-- The matrix `U diag(f) Uᴴ` built from the columns of `U` and the real numbers `f`. -/
noncomputable def inEigenbasis (U : Matrix n n ℂ) (f : n → ℝ) : Matrix n n ℂ :=
  U * Matrix.diagonal (fun k => (f k : ℂ)) * Uᴴ
```

## Working in the eigenbasis of S

A Hermitian matrix has an orthonormal eigenbasis, and positive definiteness makes its eigenvalues $s_k$ positive. With the eigenvectors as the columns of $U$,

$$S=U\,\mathrm{diag}(s)\,U^\dagger,\qquad UU^\dagger=\mathbf 1,\qquad s_k>0 .$$

Mathlib's spectral theorem supplies both $U$ and $s$.

```lean
/-- A positive definite overlap matrix is `U diag(s) Uᴴ` with `U` unitary and all `s` positive. -/
theorem exists_eigenbasis {S : Matrix n n ℂ} (hS : S.PosDef) :
    ∃ (U : Matrix n n ℂ) (s : n → ℝ), U * Uᴴ = 1 ∧ (∀ k, 0 < s k) ∧ S = inEigenbasis U s := by
  refine ⟨(hS.isHermitian.eigenvectorUnitary : Matrix n n ℂ), hS.isHermitian.eigenvalues,
    Matrix.mem_unitaryGroup_iff.1 hS.isHermitian.eigenvectorUnitary.2,
    fun k => hS.eigenvalues_pos k, ?_⟩
  exact hS.isHermitian.spectral_theorem.trans (by rw [Unitary.conjStarAlgAut_apply]; rfl)
```

Multiplying out the three factors gives the entries, with a star for complex conjugation:

$$\bigl(U\,\mathrm{diag}(f)\,U^\dagger\bigr)_{ij}=\sum_k U_{ik}U_{jk}^{*}f_k .$$

This formula will turn the matrix integral into a finite sum of scalar integrals.

```lean
/-- The entries of `U diag(f) Uᴴ` are sums over the columns of `U`, weighted by `f`. -/
theorem inEigenbasis_apply (U : Matrix n n ℂ) (f : n → ℝ) (i j : n) :
    inEigenbasis U f i j = ∑ k, U i k * star (U j k) * (f k : ℂ) := by
  rw [inEigenbasis, Matrix.mul_apply]
  refine Finset.sum_congr rfl fun k _ => ?_
  rw [Matrix.mul_diagonal, Matrix.conjTranspose_apply]
  ring
```

Since $U$ is square, $UU^\dagger=\mathbf 1$ also implies $U^\dagger U=\mathbf 1$. The inner factors of a product therefore cancel:

$$U\,\mathrm{diag}(f)\,U^\dagger\,U\,\mathrm{diag}(g)\,U^\dagger=U\,\mathrm{diag}(f_kg_k)\,U^\dagger .$$

If all $f_k$ equal a constant $c$, then $U(c\mathbf 1)U^\dagger=c\mathbf 1$. The `calc` block carries out the cancellation, and the last lines treat the constant case.

```lean
/-- For unitary `U`, matrices `U diag(f) Uᴴ` multiply eigenvalue by eigenvalue, and equal
eigenvalues `c` give `c` times the unit matrix. -/
theorem inEigenbasis_mul_and_const {U : Matrix n n ℂ} (hU : U * Uᴴ = 1) :
    (∀ f g : n → ℝ, inEigenbasis U f * inEigenbasis U g = inEigenbasis U (fun k => f k * g k)) ∧
    (∀ c : ℝ, inEigenbasis U (fun _ => c) = (c : ℂ) • (1 : Matrix n n ℂ)) := by
  have hU' : Uᴴ * U = 1 := mul_eq_one_comm.1 hU
  constructor
  · intro f g
    have h : Matrix.diagonal (fun k => ((f k * g k : ℝ) : ℂ))
        = Matrix.diagonal (fun k => (f k : ℂ)) * Matrix.diagonal (fun k => (g k : ℂ)) := by
      rw [Matrix.diagonal_mul_diagonal]
      simp only [Complex.ofReal_mul]
    unfold inEigenbasis
    rw [h]
    generalize Matrix.diagonal (fun k => (f k : ℂ)) = D
    generalize Matrix.diagonal (fun k => (g k : ℂ)) = E
    calc U * D * Uᴴ * (U * E * Uᴴ) = U * D * (Uᴴ * U) * E * Uᴴ := by
          simp only [Matrix.mul_assoc]
      _ = U * (D * E) * Uᴴ := by rw [hU', Matrix.mul_one, Matrix.mul_assoc U D E]
  · intro c
    rw [inEigenbasis, ← Matrix.smul_one_eq_diagonal, Matrix.mul_smul, Matrix.mul_one,
      Matrix.smul_mul, hU]
```

Positive $f_k$ give a positive definite matrix. To see this, set $B=U\,\mathrm{diag}(\sqrt{f})\,U^\dagger$. This matrix is Hermitian, and $B^2=U\,\mathrm{diag}(f)\,U^\dagger$, so for every vector $x$

$$x^\dagger B^2x=(Bx)^\dagger(Bx)\ge 0 .$$

Equality forces $Bx=0$. Because $U\,\mathrm{diag}(1/\sqrt f)\,U^\dagger$ is a left inverse of $B$, it then forces $x=0$. In the code, `hBB` is the factorisation, `hinv` the left inverse and `hq` the rewriting of the quadratic form.

```lean
/-- For unitary `U` and positive `f`, the matrix `U diag(f) Uᴴ` is positive definite. -/
theorem inEigenbasis_posDef {U : Matrix n n ℂ} (hU : U * Uᴴ = 1) {f : n → ℝ}
    (hf : ∀ k, 0 < f k) : (inEigenbasis U f).PosDef := by
  obtain ⟨hmul, hconst⟩ := inEigenbasis_mul_and_const hU
  have herm : ∀ g : n → ℝ, (inEigenbasis U g)ᴴ = inEigenbasis U g := by
    intro g
    ext i j
    rw [Matrix.conjTranspose_apply, inEigenbasis_apply, inEigenbasis_apply, star_sum]
    refine Finset.sum_congr rfl fun k _ => ?_
    rw [star_mul', star_mul', star_star, show star (g k : ℂ) = g k from Complex.conj_ofReal _]
    ring
  -- the matrix is the square of an invertible Hermitian matrix `B`
  set B := inEigenbasis U (fun k => Real.sqrt (f k)) with hB
  have hBB : inEigenbasis U f = B * B := by
    rw [hB, hmul]
    congr 1
    exact funext fun k => (Real.mul_self_sqrt (hf k).le).symm
  have hinv : inEigenbasis U (fun k => 1 / Real.sqrt (f k)) * B = 1 := by
    have h1 : (fun k => 1 / Real.sqrt (f k) * Real.sqrt (f k)) = fun _ => (1 : ℝ) :=
      funext fun k => one_div_mul_cancel (Real.sqrt_pos.2 (hf k)).ne'
    rw [hB, hmul, h1, hconst, Complex.ofReal_one, one_smul]
  refine Matrix.posDef_iff_dotProduct_mulVec.2 ⟨herm f, fun x hx => ?_⟩
  have hq : star x ⬝ᵥ (inEigenbasis U f *ᵥ x) = star (B *ᵥ x) ⬝ᵥ (B *ᵥ x) := by
    rw [Matrix.star_mulVec, hB, herm, ← hB, ← Matrix.dotProduct_mulVec,
      Matrix.mulVec_mulVec, hBB]
  rw [hq]
  refine lt_of_le_of_ne (dotProduct_star_self_nonneg _) fun h0 => hx ?_
  have hBx : B *ᵥ x = 0 := dotProduct_star_self_eq_zero.1 h0.symm
  rw [← Matrix.one_mulVec x, ← hinv, ← Matrix.mulVec_mulVec, hBx, Matrix.mulVec_zero]
```

## One Lorentzian for each eigenvalue

For $s>0$ put $r=\sqrt s$. Then

$$\frac{d}{dt}\left[\frac1r\arctan\frac tr\right]=\frac{1}{r^2}\,\frac{1}{1+t^2/r^2}=\frac{1}{r^2+t^2}.$$

The primitive vanishes at $t=0$ and tends to $\pi/(2r)$ as $t\to\infty$, hence

$$\int_0^\infty\frac{dt}{s+t^2}=\frac{\pi}{2\sqrt s}.$$

The Mathlib lemma `integral_Ioi_of_hasDerivAt_of_nonneg'` is the fundamental theorem of calculus on a half-line. It takes three inputs: the derivative of the primitive (`hd`), the sign of that derivative (`hp`) and the limit of the primitive at infinity (`hl`). Its companion `integrableOn_Ioi_deriv_of_nonneg'` uses the same three inputs to deliver integrability, so no separate comparison with a known integrable function is needed.

The sign condition matters here because Lebesgue integrability means that the absolute value has a finite integral. For a non-negative integrand, a finite limit of the primitive is enough. For an integrand of changing sign it may not be: the primitive of $\sin t/t$ converges at infinity, yet $|\sin t/t|$ has an infinite integral.

```lean
/-- For `s > 0` the Lorentzian `1/(s + t²)` is integrable over `t > 0`, with integral
`π/(2√s)`. -/
theorem lorentzian_integral {s : ℝ} (hs : 0 < s) :
    IntegrableOn (fun t : ℝ => 1 / (s + t ^ 2)) (Set.Ioi 0) ∧
    ∫ t in Set.Ioi (0 : ℝ), 1 / (s + t ^ 2) = Real.pi / 2 / Real.sqrt s := by
  obtain ⟨r, hr, hrs⟩ : ∃ r : ℝ, 0 < r ∧ r = Real.sqrt s := ⟨_, Real.sqrt_pos.2 hs, rfl⟩
  have hsr : s = r ^ 2 := by rw [hrs, Real.sq_sqrt hs.le]
  rw [← hrs, hsr]
  -- the primitive is `arctan (t / r) / r`
  have hd : ∀ t ∈ Set.Ici (0 : ℝ),
      HasDerivAt (fun t : ℝ => Real.arctan (t / r) / r) (1 / (r ^ 2 + t ^ 2)) t := by
    intro t _
    refine (((hasDerivAt_id' t).div_const r).arctan.div_const r).congr_deriv ?_
    have h1 : 1 + (t / r) ^ 2 = (r ^ 2 + t ^ 2) / r ^ 2 := by field_simp
    have h2 : r ^ 2 + t ^ 2 ≠ 0 := by positivity
    rw [h1]
    field_simp
  have hp : ∀ t ∈ Set.Ioi (0 : ℝ), 0 ≤ 1 / (r ^ 2 + t ^ 2) := fun t _ => by positivity
  have hl : Tendsto (fun t : ℝ => Real.arctan (t / r) / r) atTop (nhds (Real.pi / 2 / r)) :=
    ((Real.tendsto_arctan_atTop.mono_right nhdsWithin_le_nhds).comp
      (tendsto_id.atTop_div_const hr)).div_const r
  refine ⟨integrableOn_Ioi_deriv_of_nonneg' hd hp hl, ?_⟩
  rw [integral_Ioi_of_hasDerivAt_of_nonneg' hd hp hl]
  simp
```

## From the scalar integral to the matrix X

Adding $t^2\mathbf 1$ to $S$ adds $t^2$ to every eigenvalue. The multiplication rule then gives

$$U\,\mathrm{diag}(s_k+t^2)\,U^\dagger\;U\,\mathrm{diag}\!\left(\frac1{s_k+t^2}\right)U^\dagger=\mathbf 1 ,$$

so the second matrix is the shifted inverse. The step `hadd` performs the addition, and `Matrix.inv_eq_right_inv` identifies a right inverse with the matrix inverse.

```lean
/-- If `S = U diag(s) Uᴴ` with `U` unitary and `s` positive, then `(S + t² 1)⁻¹` is
`U diag(1/(s + t²)) Uᴴ`. -/
theorem shiftedInverse_eq {U : Matrix n n ℂ} (hU : U * Uᴴ = 1) {s : n → ℝ}
    (hs : ∀ k, 0 < s k) (t : ℝ) :
    shiftedInverse (inEigenbasis U s) t = inEigenbasis U (fun k => 1 / (s k + t ^ 2)) := by
  obtain ⟨hmul, hconst⟩ := inEigenbasis_mul_and_const hU
  have hadd : inEigenbasis U s + (t : ℂ) ^ 2 • (1 : Matrix n n ℂ)
      = inEigenbasis U (fun k => s k + t ^ 2) := by
    rw [← Complex.ofReal_pow, ← hconst]
    simp only [inEigenbasis, ← Matrix.add_mul, ← Matrix.mul_add, Matrix.diagonal_add,
      Complex.ofReal_add]
  have h1 : (fun k => (s k + t ^ 2) * (1 / (s k + t ^ 2))) = fun _ => (1 : ℝ) :=
    funext fun k => mul_one_div_cancel (add_pos_of_pos_of_nonneg (hs k) (sq_nonneg t)).ne'
  rw [shiftedInverse, hadd]
  refine Matrix.inv_eq_right_inv ?_
  rw [hmul, h1, hconst, Complex.ofReal_one, one_smul]
```

Each entry of the shifted inverse is now a finite sum of Lorentzians with constant coefficients. It is therefore integrable, and sum and integral can be exchanged:

$$X_{ij}=\frac2\pi\sum_k U_{ik}U_{jk}^{*}\int_0^\infty\frac{dt}{s_k+t^2}
=\sum_k U_{ik}U_{jk}^{*}\frac{1}{\sqrt{s_k}} .$$

In other words, $X=U\,\mathrm{diag}(1/\sqrt s)\,U^\dagger$, the usual spectral expression for $S^{-1/2}$, which is the Löwdin factor of the title. The proof writes the entries as sums in `hentry`, shows each term integrable in `hint`, and exchanges sum and integral with `integral_finsetSum`.

```lean
/-- If `S = U diag(s) Uᴴ` with `U` unitary and `s` positive, the entries of `(S + t² 1)⁻¹` are
integrable over `t > 0`, and `2/π` times the integral is `U diag(1/√s) Uᴴ`. -/
theorem loewdinIntegral_eq {U : Matrix n n ℂ} (hU : U * Uᴴ = 1) {s : n → ℝ}
    (hs : ∀ k, 0 < s k) :
    (∀ i j, IntegrableOn (fun t => shiftedInverse (inEigenbasis U s) t i j) (Set.Ioi 0)) ∧
    loewdinIntegral (inEigenbasis U s) = inEigenbasis U (fun k => 1 / Real.sqrt (s k)) := by
  have hentry : ∀ i j, (fun t : ℝ => shiftedInverse (inEigenbasis U s) t i j)
      = fun t : ℝ => ∑ k, U i k * star (U j k) * ((1 / (s k + t ^ 2) : ℝ) : ℂ) :=
    fun i j => funext fun t => by rw [shiftedInverse_eq hU hs, inEigenbasis_apply]
  have hint : ∀ i j k, Integrable
      (fun t : ℝ => U i k * star (U j k) * ((1 / (s k + t ^ 2) : ℝ) : ℂ))
      (volume.restrict (Set.Ioi 0)) := by
    intro i j k
    have h : Integrable (fun t : ℝ => ((1 / (s k + t ^ 2) : ℝ) : ℂ))
        (volume.restrict (Set.Ioi 0)) := Integrable.ofReal (lorentzian_integral (hs k)).1
    exact h.const_mul _
  constructor
  · intro i j
    rw [hentry i j]
    exact integrable_finsetSum _ fun k _ => hint i j k
  · ext i j
    rw [loewdinIntegral, hentry i j, integral_finsetSum _ (fun k _ => hint i j k),
      inEigenbasis_apply, Finset.mul_sum]
    refine Finset.sum_congr rfl fun k _ => ?_
    -- each eigenvalue contributes one Lorentzian integral
    have h : ∫ t in Set.Ioi (0 : ℝ), ((1 / (s k + t ^ 2) : ℝ) : ℂ)
        = ((∫ t in Set.Ioi (0 : ℝ), 1 / (s k + t ^ 2) : ℝ) : ℂ) := integral_ofReal
    have hpi : (Real.pi : ℂ) ≠ 0 := Complex.ofReal_ne_zero.2 Real.pi_ne_zero
    have hr : (Real.sqrt (s k) : ℂ) ≠ 0 :=
      Complex.ofReal_ne_zero.2 (Real.sqrt_pos.2 (hs k)).ne'
    rw [integral_const_mul, h, (lorentzian_integral (hs k)).2]
    push_cast
    field_simp
```

## Positivity and orthonormality

The eigenvalues $1/\sqrt{s_k}$ of $X$ are positive, so $X$ is positive definite. On each eigenvector,

$$\frac1{\sqrt{s_k}}\,s_k\,\frac1{\sqrt{s_k}}=1,$$

and therefore $XSX=\mathbf 1$. The final theorem takes one hypothesis, that $S$ is positive definite, and draws three conclusions: every entry of the shifted inverse is integrable over $t>0$, $X$ is positive definite, and $XSX=\mathbf 1$. Integrability is stated separately because Lean assigns the value zero to the integral of a non-integrable function.

Positive semidefiniteness would not suffice. For the $1\times1$ matrix $S=0$ the integrand is $1/t^2$, which is not integrable near $t=0$.

The proof takes $U$ and $s$ from the spectral theorem, replaces $X$ by its spectral form, and applies the multiplication rule twice. The scalar identity above is `h1`.

```lean
/-- For a positive definite overlap matrix `S` the entries of `(S + t² 1)⁻¹` are integrable over
`t > 0`, and `X = (2/π) ∫ (S + t² 1)⁻¹ dt` is positive definite with `X S X = 1`. -/
theorem loewdin_quadrature {S : Matrix n n ℂ} (hS : S.PosDef) :
    (∀ i j, IntegrableOn (fun t => shiftedInverse S t i j) (Set.Ioi 0)) ∧
    (loewdinIntegral S).PosDef ∧ loewdinIntegral S * S * loewdinIntegral S = 1 := by
  obtain ⟨U, s, hU, hs, h⟩ := exists_eigenbasis hS
  obtain ⟨hmul, hconst⟩ := inEigenbasis_mul_and_const hU
  obtain ⟨hint, hX⟩ := loewdinIntegral_eq hU hs
  rw [h, hX]
  refine ⟨hint, inEigenbasis_posDef hU fun k => one_div_pos.2 (Real.sqrt_pos.2 (hs k)), ?_⟩
  -- on each eigenvector the product is `(1/√s) s (1/√s) = 1`
  have h1 : (fun k => 1 / Real.sqrt (s k) * s k * (1 / Real.sqrt (s k))) = fun _ => (1 : ℝ) := by
    funext k
    calc 1 / Real.sqrt (s k) * s k * (1 / Real.sqrt (s k)) = s k / Real.sqrt (s k) ^ 2 := by ring
      _ = 1 := by rw [Real.sq_sqrt (hs k).le, div_self (hs k).ne']
  rw [hmul, hmul, h1, hconst, Complex.ofReal_one, one_smul]

end LoewdinQuadrature
```

```lean
#print axioms LoewdinQuadrature.loewdin_quadrature
```

```
'LoewdinQuadrature.loewdin_quadrature' depends on axioms: [propext, Classical.choice, Quot.sound]
```

## Orthogonalising a basis with shifted inverses

In electronic structure, the result gives symmetric orthogonalisation of a finite, linearly independent basis from shifted inverses, without diagonalising $S$. The new functions $\phi_j=\sum_i\chi_iX_{ij}$ have overlap matrix $X^\dagger SX=XSX=\mathbf 1$. For a Fock matrix $F$, the equation $FC=SC\varepsilon$, with orbital coefficients $C$ and diagonal orbital energies $\varepsilon$, becomes the ordinary eigenvalue problem $(XFX)C'=C'\varepsilon$ with $C=XC'$.

To evaluate the integral numerically, substitute $t=a\tan\theta$ with a fixed $a>0$. The half-line becomes a finite interval:

$$X=\frac{2a}{\pi}\int_0^{\pi/2}\bigl(\cos^2\theta\,S+a^2\sin^2\theta\,\mathbf 1\bigr)^{-1}d\theta .$$

The midpoint rule with $M$ points $\theta_m=(m-\tfrac12)\pi/(2M)$, $m=1,\dots,M$, then gives

$$X\approx\frac aM\sum_{m=1}^{M}\bigl(\cos^2\theta_m\,S+a^2\sin^2\theta_m\,\mathbf 1\bigr)^{-1}.$$

Every term is the inverse of a positive definite matrix, so it can be obtained or applied through a Cholesky factorisation, and the terms can be computed in parallel.

Take two normalised functions with overlap $1/2$, so that $S$ has eigenvalues $3/2$ and $1/2$. With $a=1$ and only $M=2$ points, the approximate $X$ has eigenvalues $40/49\approx0.8163$ and $24/17\approx1.4118$. The integral itself gives $\sqrt{2/3}\approx0.8165$ and $\sqrt2\approx1.4142$. Such close agreement is not general: if $S$ had an eigenvalue $10^{-6}$, as can happen for nearly dependent functions, the same two-point sum would give about $4$ in place of $1000$. The theorem concerns the integral and supplies no error bound for such a finite sum.
